# Two adjacent lowered spins in a z-regular bipartite Ising antiferromagnet cost J(2zS − 1)

Take a finite bipartite graph in which every vertex has $z$ neighbours, with Ising values $S$ on one sublattice and $-S$ on the other, and energy $J s_v s_w$ on each edge. Replacing $\pm S$ by $\pm(S-1)$ on two adjacent vertices, with the sublattice signs kept, changes the total energy by

$$\Delta E = J(2zS-1).$$

In an antiferromagnet, light can exchange one unit of spin between two neighbouring sites, and this is the process behind two-magnon Raman scattering. The formula estimates its energy with only the Ising part of the exchange kept. The constant $J$ is the exchange coupling between neighbours; positive $J$ favours antiparallel spins. The identity holds for all real $J$ and $S$, and is a rise when $J(2zS-1)>0$.

## Energy differences in lattice-spin codes

A Metropolis code for Ising spins can use this energy difference to accept or reject a move that takes two neighbouring spins of the Néel state from $\pm S$ to $\pm(S-1)$. In an exact-diagonalisation code for the Heisenberg model, it is the difference between two diagonal matrix elements in the $S^z$ product basis.

Comparing a code with the formula can expose two faults. If each edge is counted twice, the result doubles, which is visible unless $J(2zS-1)=0$. If the two single-spin costs are both computed in the initial state and then added, the result is $2JzS$, which is too large by $J$.

## Counting the energy bond by bond

Let $\sigma_v=\pm1$ be the sublattice sign of vertex $v$. Let $n_v=1$ if $v$ belongs to the set $T$ of lowered vertices, and $n_v=0$ otherwise. The spin values are $s_v=\sigma_v(S-n_v)$. Neighbours lie on opposite sublattices, so $\sigma_v\sigma_w=-1$ and each bond has energy

$$J s_v s_w=-J(S-n_v)(S-n_w)=-JS^2+JS(n_v+n_w)-Jn_vn_w.$$

The first term is the Néel energy of the bond. In the sum of $n_v+n_w$ over all bonds, each lowered vertex appears once per neighbour. The sum of $n_vn_w$ is the number $e(T)$ of bonds inside $T$. With $d(v)$ for the number of neighbours of $v$,

$$\Delta E(T)=J\Big(S\sum_{v\in T}d(v)-e(T)\Big).$$

One lowered vertex $a$ therefore costs $JS\,d(a)$. For adjacent $a$ and $b$ there is one bond inside $T$, so

$$\Delta E=JS\,d(a)+JS\,d(b)-J.$$

Setting $d(a)=d(b)=z$ gives $J(2zS-1)$. Two distinct vertices that are not adjacent have $e(T)=0$ and cost $2JzS$. For $J>0$ the difference $J$ is an attraction between neighbouring magnons. With $z=4$ and $S=1/2$, the adjacent pair costs $3J$.

## A single bond and a three-site chain

The smallest case is one bond, with $z=1$. For $S=1/2$ the operation reverses both spins, the bond energy stays at $-J/4$, and the formula gives $J(2\cdot\tfrac12-1)=0$.

Now take an open chain of three sites and lower an end site and the middle site. The energy goes from $-2JS^2$ to $-J(S-1)^2-J(S-1)S$, a change of $J(3S-1)$. For $JS\neq0$ no integer $z$ reproduces this, because the two degrees add up to 3. What the formula needs is $d(a)+d(b)=2z$ at the two lowered vertices, and regularity supplies it. At open boundaries a code should use the form with $d(a)$ and $d(b)$.

## The Néel state and its energy in Lean

The finite type `V` holds the sites and the simple graph `G` holds the bonds. A proper two-colouring `C : G.Coloring Bool` supplies the bipartition and decides which sublattice has the sign $+1$. The configuration `neel C S` is the Néel state, `occ T v` is $n_v$, and `lowered C S T` is the state with the spins on `T` changed. On the negative sublattice, "lowered" means that $-S$ becomes $-S+1$, so $S^z$ goes up there.

The function `isingEnergy` sums over ordered pairs of neighbours with the prefactor `J / 2`, so each edge counts once. In `two_magnon_energy`, `hreg` says that every vertex has degree `z`, and `h` says that `a` and `b` are adjacent, which already forces $z\ge1$.

```lean
import Mathlib

open Finset

namespace TwoMagnonIsing

noncomputable section

variable {V : Type*} [Fintype V] [DecidableEq V] {G : SimpleGraph V} [DecidableRel G.Adj]

/-- The sign factor attached to each of the two sublattice colours: `1` for `true` and `-1` for
`false`. -/
def sublatticeSign (b : Bool) : ℝ := if b then 1 else -1

/-- The number of magnons on vertex `v`: one if `v` lies in `T`, zero otherwise. -/
def occ (T : Finset V) (v : V) : ℝ := if v ∈ T then 1 else 0

/-- The Néel configuration: `S` on one sublattice and `-S` on the other. -/
def neel (C : G.Coloring Bool) (S : ℝ) (v : V) : ℝ := sublatticeSign (C v) * S

/-- The Néel configuration with `S` replaced by `S - 1` on the vertices of `T`,
the sublattice signs being kept. -/
def lowered (C : G.Coloring Bool) (S : ℝ) (T : Finset V) (v : V) : ℝ :=
  sublatticeSign (C v) * (S - occ T v)

variable (G) in
/-- The Ising energy with coupling `J`: the sum of `J s_v s_w` over the edges, written as
half the sum over ordered pairs of neighbours. -/
def isingEnergy (J : ℝ) (s : V → ℝ) : ℝ :=
  J / 2 * ∑ v, ∑ w, if G.Adj v w then s v * s w else 0

omit [Fintype V] [DecidableEq V] [DecidableRel G.Adj] in
/-- Neighbouring vertices of a bipartite graph carry opposite sublattice signs. -/
theorem sign_mul_sign (C : G.Coloring Bool) {v w : V} (h : G.Adj v w) :
    sublatticeSign (C v) * sublatticeSign (C w) = -1 := by
  have key : ∀ p q : Bool, p ≠ q → sublatticeSign p * sublatticeSign q = -1 := by
    intro p q hpq
    cases p <;> cases q <;> simp_all [sublatticeSign]
  exact key _ _ (C.valid h)

/-- On a finite bipartite graph, lowering the spins on a set `T` costs `J S` for every bond end
at a vertex of `T`, less `J` for every bond inside `T`. -/
theorem lowered_energy (C : G.Coloring Bool) (J S : ℝ) (T : Finset V) :
    isingEnergy G J (lowered C S T) - isingEnergy G J (neel C S) =
      J * (S * ∑ v ∈ T, (G.degree v : ℝ)
        - 1 / 2 * ∑ v ∈ T, ∑ w ∈ T, if G.Adj v w then (1 : ℝ) else 0) := by
  -- counting the bonds that start at a lowered vertex
  have h1 : ∑ v, ∑ w, (if G.Adj v w then occ T v else 0) = ∑ v ∈ T, (G.degree v : ℝ) := by
    have hd : ∀ v, ∑ w, (if G.Adj v w then occ T v else 0) =
        if v ∈ T then (G.degree v : ℝ) else 0 := by
      intro v
      rw [← Finset.sum_filter, Finset.sum_const, nsmul_eq_mul,
        ← SimpleGraph.neighborFinset_eq_filter, SimpleGraph.card_neighborFinset_eq_degree]
      by_cases hv : v ∈ T <;> simp [occ, hv]
    simp only [hd, Finset.sum_ite_mem, Finset.univ_inter]
  -- the same count for bonds that end at a lowered vertex
  have h2 : ∑ v, ∑ w, (if G.Adj v w then occ T w else 0) = ∑ v ∈ T, (G.degree v : ℝ) := by
    rw [Finset.sum_comm, ← h1]
    refine Finset.sum_congr rfl fun v _ => Finset.sum_congr rfl fun w _ => ?_
    by_cases h : G.Adj v w
    · rw [if_pos h, if_pos h.symm]
    · rw [if_neg h, if_neg fun k => h k.symm]
  -- bonds with both ends lowered
  have h3 : ∑ v, ∑ w, (if G.Adj v w then occ T v * occ T w else 0) =
      ∑ v ∈ T, ∑ w ∈ T, if G.Adj v w then (1 : ℝ) else 0 := by
    have hd : ∀ v, ∑ w, (if G.Adj v w then occ T v * occ T w else 0) =
        if v ∈ T then (∑ w, if w ∈ T then (if G.Adj v w then (1 : ℝ) else 0) else 0)
        else 0 := by
      intro v
      by_cases hv : v ∈ T
      · rw [if_pos hv]
        refine Finset.sum_congr rfl fun w _ => ?_
        by_cases hw : w ∈ T <;> simp [occ, hv, hw]
      · rw [if_neg hv]
        exact Finset.sum_eq_zero fun w _ => by simp [occ, hv]
    simp only [hd, Finset.sum_ite_mem, Finset.univ_inter]
  -- the energy change, bond by bond
  have key : (∑ v, ∑ w, if G.Adj v w then lowered C S T v * lowered C S T w else 0)
      - (∑ v, ∑ w, if G.Adj v w then neel C S v * neel C S w else 0) =
      S * (∑ v, ∑ w, if G.Adj v w then occ T v else 0)
      + S * (∑ v, ∑ w, if G.Adj v w then occ T w else 0)
      - ∑ v, ∑ w, if G.Adj v w then occ T v * occ T w else 0 := by
    simp only [Finset.mul_sum, ← Finset.sum_add_distrib, ← Finset.sum_sub_distrib]
    refine Finset.sum_congr rfl fun v _ => Finset.sum_congr rfl fun w _ => ?_
    by_cases h : G.Adj v w
    · simp only [if_pos h, lowered, neel]
      linear_combination ((S - occ T v) * (S - occ T w) - S ^ 2) * sign_mul_sign C h
    · simp [h]
  rw [h1, h2, h3] at key
  unfold isingEnergy
  linear_combination J / 2 * key

/-- On a finite bipartite graph, lowering the spin on one vertex costs `J S` times the number
of its neighbours. -/
theorem one_magnon_energy (C : G.Coloring Bool) (J S : ℝ) (a : V) :
    isingEnergy G J (lowered C S {a}) - isingEnergy G J (neel C S) =
      J * S * G.degree a := by
  have ha : ¬ G.Adj a a := fun h => h.ne rfl
  rw [lowered_energy]
  simp only [Finset.sum_singleton, if_neg ha]
  ring

/-- On a finite bipartite graph, lowering the spins on two adjacent vertices costs the sum of
the two single-vertex costs, less `J`. -/
theorem magnon_attraction (C : G.Coloring Bool) (J S : ℝ) {a b : V} (h : G.Adj a b) :
    isingEnergy G J (lowered C S {a, b}) - isingEnergy G J (neel C S) =
      (isingEnergy G J (lowered C S {a}) - isingEnergy G J (neel C S))
      + (isingEnergy G J (lowered C S {b}) - isingEnergy G J (neel C S)) - J := by
  -- the shared bond appears twice among ordered pairs
  have hs : ∑ v ∈ ({a, b} : Finset V), ∑ w ∈ ({a, b} : Finset V),
      (if G.Adj v w then (1 : ℝ) else 0) = 2 := by
    simp only [Finset.sum_pair h.ne]
    norm_num [h, h.symm]
  rw [one_magnon_energy, one_magnon_energy, lowered_energy, hs, Finset.sum_pair h.ne]
  ring

/-- The two-magnon estimate: on a finite `z`-regular bipartite graph, lowering the spins on two
adjacent vertices from `±S` to `±(S - 1)` changes the Ising energy by `J (2 z S - 1)`. -/
theorem two_magnon_energy (C : G.Coloring Bool) (J S : ℝ) {z : ℕ}
    (hreg : G.IsRegularOfDegree z) {a b : V} (h : G.Adj a b) :
    isingEnergy G J (lowered C S {a, b}) - isingEnergy G J (neel C S) =
      J * (2 * z * S - 1) := by
  rw [magnon_attraction C J S h, one_magnon_energy, one_magnon_energy,
    hreg.degree_eq a, hreg.degree_eq b]
  ring

/-- On a finite `z`-regular bipartite graph, lowering the spins on two distinct vertices that
are not adjacent changes the Ising energy by `2 J z S`. -/
theorem separated_magnons_energy (C : G.Coloring Bool) (J S : ℝ) {z : ℕ}
    (hreg : G.IsRegularOfDegree z) {a b : V} (hab : a ≠ b) (h : ¬ G.Adj a b) :
    isingEnergy G J (lowered C S {a, b}) - isingEnergy G J (neel C S) =
      2 * J * z * S := by
  have h' : ¬ G.Adj b a := fun k => h k.symm
  have hs : ∑ v ∈ ({a, b} : Finset V), ∑ w ∈ ({a, b} : Finset V),
      (if G.Adj v w then (1 : ℝ) else 0) = 0 := by
    simp only [Finset.sum_pair hab]
    norm_num [h, h']
  rw [lowered_energy, hs, Finset.sum_pair hab, hreg.degree_eq a, hreg.degree_eq b]
  ring

/-- For spin one-half on a finite bipartite graph with four neighbours per vertex, lowering the
spins on two adjacent vertices changes the Ising energy by `3 J`. -/
theorem spin_half_four_neighbours (C : G.Coloring Bool) (J : ℝ)
    (hreg : G.IsRegularOfDegree 4) {a b : V} (h : G.Adj a b) :
    isingEnergy G J (lowered C (1 / 2) {a, b}) - isingEnergy G J (neel C (1 / 2)) =
      3 * J := by
  rw [two_magnon_energy C J (1 / 2) hreg h]
  push_cast
  ring

end

end TwoMagnonIsing
```

```lean
#print axioms TwoMagnonIsing.two_magnon_energy
#print axioms TwoMagnonIsing.separated_magnons_energy
#print axioms TwoMagnonIsing.spin_half_four_neighbours
```

```
'TwoMagnonIsing.two_magnon_energy' depends on axioms: [propext, Classical.choice, Quot.sound]
'TwoMagnonIsing.separated_magnons_energy' depends on axioms: [propext, Classical.choice, Quot.sound]
'TwoMagnonIsing.spin_half_four_neighbours' depends on axioms: [propext, Classical.choice, Quot.sound]
```

## From bond signs to the two-magnon energy

The lemma `sign_mul_sign` checks the possible colours of two neighbours and obtains $\sigma_v\sigma_w=-1$.

The general count is `lowered_energy`. Its steps `h1` and `h2` count the bond ends at lowered vertices, once for each position in the ordered pair, and `h3` restricts the product term to pairs inside `T`. The step `key` is the bond expansion above: its `linear_combination` multiplies the sign relation by $(S-n_v)(S-n_w)-S^2$. The last line restores the factor $J/2$.

In `one_magnon_energy` the product term vanishes because no vertex is its own neighbour. In `magnon_attraction` the shared bond appears twice among ordered pairs, and the factor one half turns this into a single $-J$. The main theorem then inserts `z` for both degrees. The same count with no shared bond gives `separated_magnons_energy`, and `spin_half_four_neighbours` puts in the numbers for $3J$.

## Ising energy and the Heisenberg magnet

The theorems guarantee an energy difference between two fixed Ising configurations on a finite graph. The graph need not be connected, and $S$ may be any real number, not only an allowed spin quantum number. Two sites share at most one bond, so a periodic lattice two sites wide, with its wrapped bonds counted separately, does not fit the model.

A "magnon" here is a spin deviation fixed on one site, whereas a textbook magnon is a spin wave spread over the lattice. The step to a real Heisenberg antiferromagnet that the hypotheses leave open is the neglect of the transverse exchange terms, which create or remove spin deviations in pairs of neighbours and so mix the Néel state with other states. The formula therefore gives an estimate of the two-magnon energy in such a magnet, and says nothing about the shape or intensity of a Raman line.
